# One defect equilibrium at each oxygen pressure, with Brouwer slopes −1/6 and −1/4, in an acceptor-doped oxide without holes

An oxide held in a gas of low oxygen pressure can lose oxygen, and each doubly charged vacancy left behind releases two electrons, while fixed acceptors take up part of the charge balance. How does the electron concentration then depend on the pressure, if holes and all other defects are neglected?

```lean
import Mathlib

open Filter Topology

namespace OxygenVacancyBrouwer

/-- Equilibrium of an acceptor-doped oxide at oxygen pressure `p`: electrons (concentration `n`)
and doubly charged oxygen vacancies (concentration `v`) obey mass action with constant `K` and
charge neutrality with fixed acceptor concentration `a`. -/
structure VacancyEquilibrium (K a p n v : ℝ) : Prop where
  n_pos : 0 < n
  massAction : v * n ^ 2 * p ^ (1 / 2 : ℝ) = K
  neutral : 2 * v = n + a

/-- Eliminating the vacancies turns the two equilibrium laws into one cubic equation for the
electron concentration. -/
theorem equilibrium_iff_cubic {K a p n v : ℝ} (hp : 0 < p) :
    VacancyEquilibrium K a p n v ↔
      0 < n ∧ n ^ 2 * (n + a) = 2 * K * p ^ (-(1 / 2) : ℝ) ∧ v = (n + a) / 2 := by
  have hq : 0 < p ^ (1 / 2 : ℝ) := Real.rpow_pos_of_pos hp _
  rw [Real.rpow_neg hp.le, ← div_eq_mul_inv, eq_div_iff hq.ne']
  constructor
  · rintro ⟨h1, h2, h3⟩
    refine ⟨h1, ?_, by linarith⟩
    linear_combination 2 * h2 - n ^ 2 * p ^ (1 / 2 : ℝ) * h3
  · rintro ⟨h1, h2, h3⟩
    refine ⟨h1, ?_, by linarith⟩
    rw [h3]
    linear_combination h2 / 2

/-- For positive `a` and `C` the cubic `n² (n + a) = C` has exactly one positive solution. -/
theorem existsUnique_cubic {a C : ℝ} (ha : 0 < a) (hC : 0 < C) :
    ∃! n : ℝ, 0 < n ∧ n ^ 2 * (n + a) = C := by
  have hcont : ContinuousOn (fun x : ℝ => x ^ 2 * (x + a)) (Set.Icc 0 (C + 1)) := by fun_prop
  have hlo : (0 : ℝ) ^ 2 * (0 + a) ≤ C := by
    have h0 : (0 : ℝ) ^ 2 * (0 + a) = 0 := by ring
    linarith
  have hhi : C ≤ (C + 1) ^ 2 * (C + 1 + a) := by
    have h0 : 0 ≤ C ^ 3 + 3 * C ^ 2 + 2 * C + 1 + (C + 1) ^ 2 * a := by positivity
    nlinarith [h0]
  -- the intermediate value theorem supplies a root
  obtain ⟨n, hn, hnC⟩ := intermediate_value_Icc (by linarith) hcont ⟨hlo, hhi⟩
  have hnC' : n ^ 2 * (n + a) = C := hnC
  have hn0 : 0 < n := by
    refine lt_of_le_of_ne hn.1 (fun h => ?_)
    rw [← h] at hnC'
    have h0 : (0 : ℝ) ^ 2 * (0 + a) = 0 := by ring
    linarith
  refine ⟨n, ⟨hn0, hnC'⟩, ?_⟩
  rintro y ⟨hy, hyC⟩
  -- the difference of the two cubics factors with a positive cofactor
  have hfac : (y - n) * (y ^ 2 + y * n + n ^ 2 + a * (y + n)) = 0 := by
    linear_combination hyC - hnC'
  have hpos : 0 < y ^ 2 + y * n + n ^ 2 + a * (y + n) := by positivity
  rcases mul_eq_zero.mp hfac with h | h
  · linarith
  · exact absurd h hpos.ne'

/-- The equilibrium law in the two rescaled variables `n p^(1/6)` and `n p^(1/4)`. -/
theorem scaled_laws {K a p n v : ℝ} (hp : 0 < p) (h : VacancyEquilibrium K a p n v) :
    (n * p ^ (1 / 6 : ℝ)) ^ 2 * (n * p ^ (1 / 6 : ℝ) + a * p ^ (1 / 6 : ℝ)) = 2 * K ∧
      (n * p ^ (1 / 4 : ℝ)) ^ 2 * (n + a) = 2 * K := by
  have h6 : (p ^ (1 / 6 : ℝ)) ^ 3 = p ^ (1 / 2 : ℝ) := by
    rw [← Real.rpow_natCast, ← Real.rpow_mul hp.le]; norm_num
  have h4 : (p ^ (1 / 4 : ℝ)) ^ 2 = p ^ (1 / 2 : ℝ) := by
    rw [← Real.rpow_natCast, ← Real.rpow_mul hp.le]; norm_num
  have hc : n ^ 2 * (n + a) * p ^ (1 / 2 : ℝ) = 2 * K := by
    linear_combination 2 * h.massAction - n ^ 2 * p ^ (1 / 2 : ℝ) * h.neutral
  constructor
  · linear_combination hc + n ^ 2 * (n + a) * h6
  · linear_combination hc + n ^ 2 * (n + a) * h4

/-- The cube root undoes the cube of a nonnegative number. -/
theorem cube_root_cube {x : ℝ} (hx : 0 ≤ x) : (x ^ 3) ^ (1 / 3 : ℝ) = x := by
  rw [← Real.rpow_natCast, ← Real.rpow_mul hx]; norm_num

/-- At every pressure the electron concentration lies strictly below both Brouwer lines,
`(2K)^(1/3) p^(-1/6)` and `√(2K/a) p^(-1/4)`. -/
theorem below_brouwer_lines {K a p n v : ℝ} (ha : 0 < a) (hp : 0 < p)
    (h : VacancyEquilibrium K a p n v) :
    n * p ^ (1 / 6 : ℝ) < (2 * K) ^ (1 / 3 : ℝ) ∧
      n * p ^ (1 / 4 : ℝ) < √(2 * K / a) := by
  obtain ⟨h6, h4⟩ := scaled_laws hp h
  have hn := h.n_pos
  have hr : 0 < p ^ (1 / 6 : ℝ) := Real.rpow_pos_of_pos hp _
  have hs : 0 < p ^ (1 / 4 : ℝ) := Real.rpow_pos_of_pos hp _
  constructor
  · have hx : 0 < n * p ^ (1 / 6 : ℝ) := mul_pos hn hr
    have hextra : 0 < (n * p ^ (1 / 6 : ℝ)) ^ 2 * (a * p ^ (1 / 6 : ℝ)) := by positivity
    have hlt : (n * p ^ (1 / 6 : ℝ)) ^ 3 < 2 * K := by linarith
    have hroot := Real.rpow_lt_rpow (pow_pos hx 3).le hlt (by norm_num : (0 : ℝ) < 1 / 3)
    rwa [cube_root_cube hx.le] at hroot
  · have hextra : 0 < (n * p ^ (1 / 4 : ℝ)) ^ 2 * n := by positivity
    rw [Real.lt_sqrt (mul_pos hn hs).le, lt_div_iff₀ ha]
    linarith

/-- Raising the oxygen pressure strictly lowers the electron concentration. -/
theorem electrons_decrease {K a p p' n n' v v' : ℝ} (ha : 0 < a) (hp : 0 < p) (hpp : p < p')
    (h : VacancyEquilibrium K a p n v) (h' : VacancyEquilibrium K a p' n' v') : n' < n := by
  by_contra hcon
  have hle : n ≤ n' := not_lt.mp hcon
  have hn := h.n_pos
  have hs : 0 < p ^ (1 / 4 : ℝ) := Real.rpow_pos_of_pos hp _
  have hlt : p ^ (1 / 4 : ℝ) < p' ^ (1 / 4 : ℝ) := Real.rpow_lt_rpow hp.le hpp (by norm_num)
  have hy : n * p ^ (1 / 4 : ℝ) < n' * p' ^ (1 / 4 : ℝ) :=
    calc n * p ^ (1 / 4 : ℝ) < n * p' ^ (1 / 4 : ℝ) := mul_lt_mul_of_pos_left hlt hn
      _ ≤ n' * p' ^ (1 / 4 : ℝ) := mul_le_mul_of_nonneg_right hle (hs.trans hlt).le
  have hsq : (n * p ^ (1 / 4 : ℝ)) ^ 2 < (n' * p' ^ (1 / 4 : ℝ)) ^ 2 := by
    nlinarith [mul_pos hn hs]
  have e := (scaled_laws hp h).2
  have e' := (scaled_laws (hp.trans hpp) h').2
  nlinarith [mul_pos (sub_pos.mpr hsq) (add_pos hn ha),
    mul_nonneg (sq_nonneg (n' * p' ^ (1 / 4 : ℝ))) (sub_nonneg.mpr hle)]

/-- Low-pressure limits: `n p^(1/6)` tends to `(2K)^(1/3)` and `v p^(1/6)` to half of that. -/
theorem low_pressure {K a : ℝ} {n v : ℝ → ℝ} (ha : 0 < a)
    (h : ∀ p, 0 < p → VacancyEquilibrium K a p (n p) (v p)) :
    Tendsto (fun p => n p * p ^ (1 / 6 : ℝ)) (𝓝[>] 0) (𝓝 ((2 * K) ^ (1 / 3 : ℝ))) ∧
      Tendsto (fun p => v p * p ^ (1 / 6 : ℝ)) (𝓝[>] 0) (𝓝 ((2 * K) ^ (1 / 3 : ℝ) / 2)) := by
  have hr : Tendsto (fun p : ℝ => p ^ (1 / 6 : ℝ)) (𝓝[>] 0) (𝓝 0) := by
    have h0 : Tendsto (fun p : ℝ => p ^ (1 / 6 : ℝ)) (𝓝 0) (𝓝 ((0 : ℝ) ^ (1 / 6 : ℝ))) :=
      (Real.continuousAt_rpow_const (0 : ℝ) (1 / 6) (Or.inr (by norm_num))).tendsto
    rw [Real.zero_rpow (by norm_num)] at h0
    exact h0.mono_left nhdsWithin_le_nhds
  have hlow := (hr.const_mul (a * ((2 * K) ^ (1 / 3 : ℝ)) ^ 2)).const_sub (2 * K)
  rw [mul_zero, sub_zero] at hlow
  -- the cube of the rescaled concentration is squeezed towards `2K`
  have hcube : Tendsto (fun p => (n p * p ^ (1 / 6 : ℝ)) ^ 3) (𝓝[>] 0) (𝓝 (2 * K)) := by
    refine tendsto_of_tendsto_of_tendsto_of_le_of_le' hlow tendsto_const_nhds ?_ ?_
    all_goals
      filter_upwards [self_mem_nhdsWithin] with p hp
      have hp0 : 0 < p := hp
      have e := (scaled_laws hp0 (h p hp0)).1
      have hr0 : 0 < p ^ (1 / 6 : ℝ) := Real.rpow_pos_of_pos hp0 _
      have hx := mul_pos (h p hp0).n_pos hr0
      have hsq := pow_le_pow_left₀ hx.le (below_brouwer_lines ha hp0 (h p hp0)).1.le 2
      have h1 := mul_le_mul_of_nonneg_left hsq (mul_pos ha hr0).le
      have h2 := mul_nonneg (mul_pos ha hr0).le (sq_nonneg (n p * p ^ (1 / 6 : ℝ)))
      linarith
  have h3 : Tendsto (fun p => ((n p * p ^ (1 / 6 : ℝ)) ^ 3) ^ (1 / 3 : ℝ)) (𝓝[>] 0)
      (𝓝 ((2 * K) ^ (1 / 3 : ℝ))) := hcube.rpow_const (Or.inr (by norm_num))
  have hn : Tendsto (fun p => n p * p ^ (1 / 6 : ℝ)) (𝓝[>] 0)
      (𝓝 ((2 * K) ^ (1 / 3 : ℝ))) := by
    refine h3.congr' ?_
    filter_upwards [self_mem_nhdsWithin] with p hp
    exact cube_root_cube (mul_pos (h p hp).n_pos (Real.rpow_pos_of_pos hp _)).le
  refine ⟨hn, ?_⟩
  have hv := (hn.add (hr.const_mul a)).div_const 2
  rw [mul_zero, add_zero] at hv
  refine hv.congr' ?_
  filter_upwards [self_mem_nhdsWithin] with p hp
  linear_combination -(p ^ (1 / 6 : ℝ) / 2) * (h p hp).neutral

/-- High-pressure limits: `n p^(1/4)` tends to `√(2K/a)` and the vacancy concentration to
`a/2`. -/
theorem high_pressure {K a : ℝ} {n v : ℝ → ℝ} (ha : 0 < a)
    (h : ∀ p, 0 < p → VacancyEquilibrium K a p (n p) (v p)) :
    Tendsto (fun p => n p * p ^ (1 / 4 : ℝ)) atTop (𝓝 √(2 * K / a)) ∧
      Tendsto v atTop (𝓝 (a / 2)) := by
  -- the second Brouwer line forces the electrons to die out
  have hup := (tendsto_rpow_neg_atTop (by norm_num : (0 : ℝ) < 1 / 4)).const_mul √(2 * K / a)
  rw [mul_zero] at hup
  have hn : Tendsto n atTop (𝓝 0) := by
    refine tendsto_of_tendsto_of_tendsto_of_le_of_le' tendsto_const_nhds hup ?_ ?_
    · filter_upwards [eventually_gt_atTop 0] with p hp
      exact (h p hp).n_pos.le
    · filter_upwards [eventually_gt_atTop 0] with p hp
      rw [Real.rpow_neg hp.le, ← div_eq_mul_inv, le_div_iff₀ (Real.rpow_pos_of_pos hp _)]
      exact (below_brouwer_lines ha hp (h p hp)).2.le
  have hna := hn.add_const a
  rw [zero_add] at hna
  constructor
  · have hdiv : Tendsto (fun p => 2 * K / (n p + a)) atTop (𝓝 (2 * K / a)) :=
      tendsto_const_nhds.div hna ha.ne'
    refine ((Real.continuous_sqrt.tendsto _).comp hdiv).congr' ?_
    filter_upwards [eventually_gt_atTop 0] with p hp
    have hpos := (h p hp).n_pos
    have hs : 0 < p ^ (1 / 4 : ℝ) := Real.rpow_pos_of_pos hp _
    change √(2 * K / (n p + a)) = n p * p ^ (1 / 4 : ℝ)
    rw [← (scaled_laws hp (h p hp)).2, mul_div_assoc, div_self (add_pos hpos ha).ne', mul_one,
      Real.sqrt_sq (mul_pos hpos hs).le]
  · refine (hna.div_const 2).congr' ?_
    filter_upwards [eventually_gt_atTop 0] with p hp
    linarith [(h p hp).neutral]

/-- Each pressure has exactly one equilibrium `(n p, v p)`; its electron concentration follows
`(2K)^(1/3) p^(-1/6)` as `p → 0` and `√(2K/a) p^(-1/4)` as `p → ∞`. -/
theorem brouwer_crossover {K a : ℝ} (hK : 0 < K) (ha : 0 < a) :
    ∃ n v : ℝ → ℝ,
      (∀ p, 0 < p → ∀ x y, VacancyEquilibrium K a p x y ↔ x = n p ∧ y = v p) ∧
      Tendsto (fun p => n p * p ^ (1 / 6 : ℝ)) (𝓝[>] 0) (𝓝 ((2 * K) ^ (1 / 3 : ℝ))) ∧
      Tendsto (fun p => n p * p ^ (1 / 4 : ℝ)) atTop (𝓝 √(2 * K / a)) := by
  have hex : ∀ p : ℝ, ∃ m : ℝ, 0 < p →
      VacancyEquilibrium K a p m ((m + a) / 2) ∧
        ∀ x y, VacancyEquilibrium K a p x y → x = m := by
    intro p
    by_cases hp : 0 < p
    · have hC : 0 < 2 * K * p ^ (-(1 / 2) : ℝ) :=
        mul_pos (by linarith) (Real.rpow_pos_of_pos hp _)
      obtain ⟨m, ⟨hm, hmC⟩, huniq⟩ := existsUnique_cubic ha hC
      refine ⟨m, fun _ => ⟨(equilibrium_iff_cubic hp).mpr ⟨hm, hmC, rfl⟩, fun x y hxy => ?_⟩⟩
      obtain ⟨hx, hxC, _⟩ := (equilibrium_iff_cubic hp).mp hxy
      exact huniq x ⟨hx, hxC⟩
    · exact ⟨0, fun h => absurd h hp⟩
  choose n hn using hex
  have heq : ∀ p, 0 < p → VacancyEquilibrium K a p (n p) ((fun q => (n q + a) / 2) p) :=
    fun p hp => (hn p hp).1
  refine ⟨n, fun q => (n q + a) / 2, ?_, (low_pressure ha heq).1, (high_pressure ha heq).1⟩
  intro p hp x y
  constructor
  · intro hxy
    have hx := (hn p hp).2 x y hxy
    refine ⟨hx, ?_⟩
    change y = (n p + a) / 2
    linarith [hxy.neutral]
  · rintro ⟨hx, hy⟩
    rw [hx, hy]
    exact heq p hp

end OxygenVacancyBrouwer
```

```lean
#print axioms OxygenVacancyBrouwer.electrons_decrease
#print axioms OxygenVacancyBrouwer.brouwer_crossover
```

```
'OxygenVacancyBrouwer.electrons_decrease' depends on axioms: [propext, Classical.choice, Quot.sound]
'OxygenVacancyBrouwer.brouwer_crossover' depends on axioms: [propext, Classical.choice, Quot.sound]
```

## A single equilibrium and its two limiting lines

Let $n$ be the electron concentration, $v$ the vacancy concentration, $a>0$ the acceptor concentration and $p>0$ the oxygen pressure. The theorem `brouwer_crossover` says that for every $K>0$ and $a>0$ there are functions $n(p)$ and $v(p)$ that give the only equilibrium at each positive pressure, and that

$$
n\,p^{1/6}\to(2K)^{1/3}\quad(p\to0^+),\qquad
n\,p^{1/4}\to\sqrt{2K/a}\quad(p\to\infty).
$$

On a plot of $\log n$ against $\log p$, the curve therefore approaches a line of slope $-1/6$ at low pressure and one of slope $-1/4$ at high pressure. The limits are about the distance to these lines, not about the derivative of the curve.

In Lean, the equivalence `VacancyEquilibrium K a p x y ↔ x = n p ∧ y = v p` contains both existence and uniqueness: the pair $(n(p),v(p))$ is an equilibrium, and any equilibrium $(x,y)$ equals it. The filter `𝓝[>] 0` means that $p$ approaches zero from above, and `atTop` that it grows without bound. The functions are defined on all real numbers, but the theorem constrains them only at positive pressures.

## Mass action and neutrality

The vacancies form by the reaction in which a lattice oxygen leaves as $\tfrac12\mathrm{O}_2$, with a doubly positive vacancy and two electrons remaining. The structure `VacancyEquilibrium` collects the conditions

$$
v\,n^2p^{1/2}=K,\qquad 2v=n+a,\qquad n>0.
$$

The first is the law of mass action for dilute defects and nondegenerate electrons. Its constant $K$ is determined by the standard free energy of the reaction at a fixed temperature; it is postulated here, not computed from a band structure or a defect energy. The second is charge neutrality with every acceptor singly ionised. Positivity of $v$ need not be required, since it follows from neutrality. All quantities are real numbers, so the pressure is to be read as a ratio to a reference pressure, and the three concentrations as ratios to one common reference concentration.

Because holes are absent, the limit $p\to\infty$ belongs to the model: in a real oxide, holes may become important before the high-pressure line is reached. The limit $p\to0^+$ belongs to the model too: $n$ and $v$ grow without bound there, whereas the mass-action law is assumed for dilute defects, and a real oxide may decompose first. For a program that solves charge neutrality numerically, the limits and the bounds below provide checks when it is run with the same assumptions: doubly charged vacancies, electrons and fixed singly ionised acceptors as the only charged defects, and mass action for dilute defects and nondegenerate electrons.

## From two laws to one cubic

Doubling the mass-action law and replacing $2v$ by $n+a$ gives

$$
n^2(n+a)=C,\qquad C=2K\,p^{-1/2},
$$

with $v=(n+a)/2$. This is `equilibrium_iff_cubic`, where `linear_combination` carries out the elimination in both directions.

The left side of the cubic is $0$ at $n=0$, and at $n=C+1$ it is at least $(C+1)^3>C$. By the intermediate value theorem there is a root in between, and it is positive because $C>0$. If $y>0$ is another root, subtracting the two equations gives

$$
(y-n)\bigl(y^2+yn+n^2+a(y+n)\bigr)=0.
$$

The second factor is positive, so $y=n$. The lemma `existsUnique_cubic` follows exactly this argument.

## Rescaling and the upper bounds

Put $\xi=n\,p^{1/6}$ and $\eta=n\,p^{1/4}$. Multiplying the cubic by $p^{1/2}$ and distributing the powers of $p$ gives the two forms in `scaled_laws`:

$$
\xi^2\bigl(\xi+a\,p^{1/6}\bigr)=2K,\qquad \eta^2(n+a)=2K.
$$

Dropping the positive term $a\,p^{1/6}\xi^2$ from the first leaves $\xi^3<2K$. Dropping $n\eta^2$ from the second leaves $a\eta^2<2K$. Hence

$$
\xi<(2K)^{1/3},\qquad \eta<\sqrt{2K/a}
$$

at every positive pressure. This is `below_brouwer_lines`: the exact concentration lies strictly below both limiting lines.

The second form also shows that $n$ falls as the pressure rises, which is `electrons_decrease`. Suppose $p<p'$ but the concentrations satisfied $n\le n'$. Then $\eta<\eta'$, and so $\eta^2(n+a)<\eta'^2(n'+a)$, although both sides equal $2K$.

## Low pressure: electrons balance the vacancies

The first rescaled law, together with the bound on $\xi$, gives

$$
2K-a\,p^{1/6}(2K)^{2/3}\le \xi^3=2K-a\,p^{1/6}\xi^2\le2K.
$$

As $p\to0^+$, the left side tends to $2K$, so $\xi^3\to2K$, and taking the cube root gives $\xi\to(2K)^{1/3}$. The proof of `low_pressure` uses the same squeeze, with `cube_root_cube` turning the cube root of $\xi^3$ back into $\xi$. Multiplying neutrality by $p^{1/6}/2$ then yields

$$
v\,p^{1/6}=\frac{\xi+a\,p^{1/6}}2\to\frac{(2K)^{1/3}}2.
$$

## High pressure: acceptors balance the vacancies

The bound on $\eta$ says that $0<n<\sqrt{2K/a}\,p^{-1/4}$, so $n\to0$ as $p\to\infty$. Since $\eta$ is positive, the second rescaled law can be solved for it:

$$
\eta=\sqrt{\frac{2K}{n+a}}\to\sqrt{\frac{2K}{a}}.
$$

Neutrality gives $v=(n+a)/2\to a/2$, so the vacancy concentration settles at the value fixed by the acceptors. Both limits are in `high_pressure`, where continuity of the square root completes the first.

Both limit theorems apply to any family of equilibria, with no assumption that $n(p)$ is continuous. The final proof uses `choose` to collect the unique roots into a function $n(p)$, sets $v(p)=(n(p)+a)/2$, and applies the two theorems to this pair.
